# Any non-trivial permutation of the sites of a finite open chain reverses the order of some neighbouring pair

The lemma concerns a permutation `σ` of the `N` sites of a finite open line, numbered in order. If `σ` is not the identity, there are neighbouring sites `i` and `j`, with `j` one step after `i`, such that `σ j < σ i`. This is a purely combinatorial statement, with no Hamiltonian or quantum state in it. The attempt argues by contradiction: if no neighbouring pair is reversed, `σ` is strictly increasing, and it should then equal the identity because both are strictly increasing maps with the same range.

As first written in Lean, the proof fails:

```lean
import Mathlib

open Finset

namespace ExistsDescent

noncomputable section

variable {N : ℕ}

/-- Every permutation of the line other than the identity reverses the order of some pair of
neighbouring sites. -/
theorem exists_descent {σ : Equiv.Perm (Fin N)} (hσ : σ ≠ 1) :
    ∃ i j : Fin N, (j : ℕ) = i + 1 ∧ σ j < σ i := by
  by_contra hno
  apply hσ
  cases N with
  | zero => exact Subsingleton.elim _ _
  | succ n =>
    -- without such a pair the permutation is increasing, hence trivial
    have hmono : StrictMono σ := Fin.strictMono_iff_lt_succ.mpr fun k =>
      lt_of_le_of_ne (not_lt.mp fun hlt => hno ⟨k.castSucc, k.succ, by simp, hlt⟩)
        (σ.injective.ne fun e => by
          have := congrArg Fin.val e
          simp at this)
    have hid := Fin.strictMono_unique hmono strictMono_id
      (by rw [σ.surjective.range_eq, Set.range_id])
    exact Equiv.ext (congrFun hid)

end

end ExistsDescent
```

Compiling this gives:

```
Main.lean:26:16: error(lean.unknownIdentifier): Unknown constant `Fin.strictMono_unique`
```

The message says that Lean knows no constant called `Fin.strictMono_unique` in this environment. The proof relied on that name for its last step, that two strictly increasing maps with the same range are equal, so `hid` could not be established. The message does not fault the mathematical idea.

The repair does without the missing lemma and proves directly that `σ` is the identity. First, `hle` shows by induction that a strictly increasing map `f` from `Fin (n + 1)` to itself satisfies `x ≤ f x` for every `x`. Next, `hsymm` shows that the inverse `σ.symm` is strictly increasing too. Applying `hle` to `σ` gives `x ≤ σ x`; applying it to `σ.symm` at the point `σ x` gives `σ x ≤ x`, once `Equiv.symm_apply_apply` has simplified `σ.symm (σ x)` to `x`. The two inequalities give `σ x = x` by `le_antisymm`, and `Equiv.ext` turns this pointwise equality into equality of permutations.

The change, after which it compiles:

```diff
@@ -24,7 +24,21 @@
           have := congrArg Fin.val e
           simp at this)
-    have hid := Fin.strictMono_unique hmono strictMono_id
-      (by rw [σ.surjective.range_eq, Set.range_id])
-    exact Equiv.ext (congrFun hid)
+    -- an increasing map never moves a site down; apply this to σ and to its inverse
+    have hle : ∀ f : Fin (n + 1) → Fin (n + 1), StrictMono f → ∀ x, x ≤ f x := by
+      intro f hf x
+      induction x using Fin.induction with
+      | zero => exact Fin.zero_le _
+      | succ k ih =>
+        have h1 : (k : ℕ) ≤ f k.castSucc := ih
+        have h2 : (f k.castSucc : ℕ) < f k.succ := hf (by
+          rw [Fin.lt_def]
+          simp)
+        change (k : ℕ) + 1 ≤ f k.succ
+        omega
+    have hsymm : StrictMono σ.symm := fun a b hab => hmono.lt_iff_lt.mp (by
+      rwa [Equiv.apply_symm_apply, Equiv.apply_symm_apply])
+    refine Equiv.ext fun x => le_antisymm ?_ (hle σ hmono x)
+    have h3 := hle σ.symm hsymm (σ x)
+    rwa [Equiv.symm_apply_apply] at h3
 
 end
```
